# The polariton gap of the two-mode Hopfield model

**Definitions and conventions.** Set $\hbar=1$. A photon mode $a$ of frequency $\omega_k$ (`wk`) and a matter mode $b$ of frequency $\omega_0$ (`w0`) have creation operators $a',b'$. All four are elements of a complex algebra, and only their commutation relations are assumed; $a'$ need not be an adjoint.

```lean
import Mathlib

open Matrix

namespace HopfieldPolaritonGap

noncomputable section

/-- Canonical commutation relations of two independent bosonic modes `a`, `b` with
creation operators `a'`, `b'`. -/
structure TwoModes {A : Type*} [Ring A] (a a' b b' : A) : Prop where
  aa : a * a' - a' * a = 1
  bb : b * b' - b' * b = 1
  ab : a * b = b * a
  ab' : a * b' = b' * a
  a'b : a' * b = b * a'
  a'b' : a' * b' = b' * a'
```

With coupling $g$, diamagnetic strength $D$, $X=a+a'$ and $Y=b+b'$, the Hamiltonian is
$$H=\omega_k a'a+\omega_0 b'b+gXY+DX^2.$$

```lean
/-- The Hopfield Hamiltonian: photon `a`, matter excitation `b`, coupling `g` and
diamagnetic strength `D`. -/
def hamiltonian {A : Type*} [Ring A] [Algebra ℂ A] (wk w0 g D : ℝ) (a a' b b' : A) : A :=
  (wk : ℂ) • (a' * a) + (w0 : ℂ) • (b' * b) + (g : ℂ) • ((a + a') * (b + b'))
    + (D : ℂ) • ((a + a') * (a + a'))
```

A mixed operator $p=x_0a+x_1b+x_2a'+x_3b'$ has complex amplitudes $x$, and the matrix $M$ (`bogoliubov`) acts on them.

```lean
/-- The mixed light-matter operator with amplitudes `x` on `a, b, a', b'`. -/
def modeOp {A : Type*} [Ring A] [Algebra ℂ A] (a a' b b' : A) (x : Fin 4 → ℂ) : A :=
  x 0 • a + x 1 • b + x 2 • a' + x 3 • b'

/-- The Bogoliubov matrix in the ordering `a, b, a', b'`. -/
def bogoliubov (wk w0 g D : ℝ) : Matrix (Fin 4) (Fin 4) ℂ :=
  !![(wk : ℂ) + 2 * D, (g : ℂ), -(2 * D), -g;
     (g : ℂ), (w0 : ℂ), -g, 0;
     2 * (D : ℂ), (g : ℂ), -(wk + 2 * D), -g;
     (g : ℂ), 0, -g, -w0]
```

A polariton frequency is a complex $w$ with $Mv=wv$ for some $v\neq0$, at $D=g^2/\omega_0$. This value of $D$ is put in by definition, not derived from a microscopic model.

```lean
/-- `w` is an eigenvalue of the Bogoliubov matrix with diamagnetic strength `g² / w0`. -/
def IsPolaritonFrequency (wk w0 g : ℝ) (w : ℂ) : Prop :=
  ∃ v : Fin 4 → ℂ, v ≠ 0 ∧ bogoliubov wk w0 g (g ^ 2 / w0) *ᵥ v = w • v
```

Write $P=\omega_p^2=4g^2\omega_k/\omega_0$.

```lean
/-- The squared plasma frequency `wp² = 4 g² wk / w0`. -/
def plasmaSq (wk w0 g : ℝ) : ℝ := 4 * g ^ 2 * wk / w0
```

## (a) Show that the commutation relations can be realised

On polynomials in $X_0,X_1$, let $a,b$ be the partial derivatives and $a',b'$ multiplication by the variables. Then $\partial_0(X_0f)-X_0\partial_0f=f$, likewise for $X_1$, and the mixed pairs commute. For $ab=ba$, Lean uses that the commutator of two derivations is a derivation, which vanishes once it kills the variables.

```lean
/-- Derivatives and multiplications by the variables on polynomials in two variables
satisfy the two-mode commutation relations. -/
theorem twoModes_witness :
    TwoModes (A := Module.End ℂ (MvPolynomial (Fin 2) ℂ))
      (MvPolynomial.pderiv 0).toLinearMap (LinearMap.mulLeft ℂ (MvPolynomial.X 0))
      (MvPolynomial.pderiv 1).toLinearMap (LinearMap.mulLeft ℂ (MvPolynomial.X 1)) := by
  -- partial derivatives commute, since their commutator kills the variables
  have h : ⁅(MvPolynomial.pderiv 0 :
        Derivation ℂ (MvPolynomial (Fin 2) ℂ) (MvPolynomial (Fin 2) ℂ)),
      (MvPolynomial.pderiv 1 :
        Derivation ℂ (MvPolynomial (Fin 2) ℂ) (MvPolynomial (Fin 2) ℂ))⁆ =
      (0 : Derivation ℂ (MvPolynomial (Fin 2) ℂ) (MvPolynomial (Fin 2) ℂ)) := by
    apply MvPolynomial.derivation_ext
    intro i
    fin_cases i <;> simp [Derivation.commutator_apply, MvPolynomial.pderiv_X]
  constructor <;> refine LinearMap.ext fun p => ?_
  case ab =>
    have hp := DFunLike.congr_fun h p
    rw [Derivation.commutator_apply] at hp
    exact sub_eq_zero.mp hp
  all_goals
    simp [Derivation.leibniz, MvPolynomial.pderiv_X]
    try ring
```

## (b) Find $[p,uv]$ when $[p,u]=s$ and $[p,v]=t$ are numbers

$$[p,uv]=[p,u]v+u[p,v]=sv+tu.$$

```lean
/-- Product rule for an operator whose commutators with `u` and `v` are numbers. -/
theorem commutator_mul {A : Type*} [Ring A] [Algebra ℂ A] {p u v : A} {s t : ℂ}
    (hu : p * u - u * p = s • (1 : A)) (hv : p * v - v * p = t • (1 : A)) :
    p * (u * v) - u * v * p = s • v + t • u := by
  have h : p * (u * v) - u * v * p = (p * u - u * p) * v + u * (p * v - v * p) := by
    noncomm_ring
  rw [h, hu, hv, smul_mul_assoc, mul_smul_comm, one_mul, mul_one]
```

## (c) Show that $[p,H]$ has amplitudes $Mx$

First, $[p,a]=-x_2$, $[p,a']=x_0$, $[p,b]=-x_3$ and $[p,b']=x_1$. With $\xi=x_0-x_2$ and $\eta=x_1-x_3$, part (b) gives
$$[p,a'a]=x_0a-x_2a',\quad [p,b'b]=x_1b-x_3b',\quad [p,XY]=\xi Y+\eta X,\quad [p,X^2]=2\xi X.$$
Collecting the coefficients of $a,b,a',b'$ gives the rows of $M$. An eigenvector thus gives $[p,H]=wp$. In the code, `lin` and `split` expand the commutator, and `module` compares coefficients.

```lean
/-- The commutator of a mixed light-matter operator with the Hopfield Hamiltonian is again
such an operator, with amplitudes transformed by the Bogoliubov matrix. -/
theorem commutator_hamiltonian {A : Type*} [Ring A] [Algebra ℂ A] {a a' b b' : A}
    (h : TwoModes a a' b b') (wk w0 g D : ℝ) (x : Fin 4 → ℂ) :
    modeOp a a' b b' x * hamiltonian wk w0 g D a a' b b'
      - hamiltonian wk w0 g D a a' b b' * modeOp a a' b b' x
      = modeOp a a' b b' (bogoliubov wk w0 g D *ᵥ x) := by
  have lin : ∀ u : A, modeOp a a' b b' x * u - u * modeOp a a' b b' x
      = x 0 • (a * u - u * a) + x 1 • (b * u - u * b) + x 2 • (a' * u - u * a')
        + x 3 • (b' * u - u * b') := by
    intro u
    simp only [modeOp, mul_add, add_mul, mul_smul_comm, smul_mul_assoc, smul_sub]
    abel
  -- commutators with the four ladder operators are numbers
  have ha := lin a
  have ha' := lin a'
  have hb := lin b
  have hb' := lin b'
  replace ha : _ = (-x 2) • (1 : A) := ha.trans (by
    linear_combination (norm := module) (-x 2) • h.aa - x 1 • h.ab - x 3 • h.ab')
  replace ha' : _ = x 0 • (1 : A) := ha'.trans (by
    linear_combination (norm := module) x 0 • h.aa - x 1 • h.a'b - x 3 • h.a'b')
  replace hb : _ = (-x 3) • (1 : A) := hb.trans (by
    linear_combination (norm := module) (-x 3) • h.bb + x 0 • h.ab + x 2 • h.a'b)
  replace hb' : _ = x 1 • (1 : A) := hb'.trans (by
    linear_combination (norm := module) x 1 • h.bb + x 0 • h.ab' + x 2 • h.a'b')
  have add : ∀ (p u v : A) (s t : ℂ), p * u - u * p = s • (1 : A) →
      p * v - v * p = t • (1 : A) → p * (u + v) - (u + v) * p = (s + t) • (1 : A) := by
    intro p u v s t hu hv
    rw [add_smul, ← hu, ← hv]
    noncomm_ring
  have hX := add _ _ _ _ _ ha ha'
  have hY := add _ _ _ _ _ hb hb'
  have split : ∀ (p u₁ u₂ u₃ u₄ : A) (c₁ c₂ c₃ c₄ : ℂ),
      p * (c₁ • u₁ + c₂ • u₂ + c₃ • u₃ + c₄ • u₄)
        - (c₁ • u₁ + c₂ • u₂ + c₃ • u₃ + c₄ • u₄) * p
      = c₁ • (p * u₁ - u₁ * p) + c₂ • (p * u₂ - u₂ * p) + c₃ • (p * u₃ - u₃ * p)
        + c₄ • (p * u₄ - u₄ * p) := by
    intros
    simp only [mul_add, add_mul, mul_smul_comm, smul_mul_assoc, smul_sub]
    abel
  unfold hamiltonian
  rw [split, commutator_mul ha' ha, commutator_mul hb' hb, commutator_mul hX hY,
    commutator_mul hX hX]
  simp only [modeOp, bogoliubov, Matrix.mulVec, dotProduct, Fin.sum_univ_four,
    Matrix.of_apply, Matrix.cons_val]
  module
```

## (d) Derive the secular equation for any $D$

In the variables $\xi,\eta$ and $\sigma=x_0+x_2$, $\tau=x_1+x_3$, the eigenvalue equations are
$$w\xi=\omega_k\sigma,\quad w\eta=\omega_0\tau,\quad w\sigma=(\omega_k+4D)\xi+2g\eta,\quad w\tau=2g\xi+\omega_0\eta.$$
The block determinant is
$$\det(M-w)=\det\begin{pmatrix}w^2-\omega_k^2-4D\omega_k&-2g\omega_k\\-2g\omega_0&w^2-\omega_0^2\end{pmatrix}.$$
It vanishes exactly when $(w^2-\omega_k^2-4D\omega_k)(w^2-\omega_0^2)=4g^2\omega_k\omega_0$. Lean expands the 4 by 4 determinant directly, then uses that a matrix has a nonzero kernel vector iff its determinant is zero.

```lean
/-- The secular equation of the Bogoliubov matrix, for any diamagnetic strength `D`. -/
theorem secular_equation (wk w0 g D : ℝ) (w : ℂ) :
    (∃ v : Fin 4 → ℂ, v ≠ 0 ∧ bogoliubov wk w0 g D *ᵥ v = w • v) ↔
      (w ^ 2 - wk ^ 2 - 4 * D * wk) * (w ^ 2 - w0 ^ 2) = 4 * g ^ 2 * wk * w0 := by
  have hdet : (bogoliubov wk w0 g D - w • (1 : Matrix (Fin 4) (Fin 4) ℂ)).det
      = (w ^ 2 - wk ^ 2 - 4 * D * wk) * (w ^ 2 - w0 ^ 2) - 4 * g ^ 2 * wk * w0 := by
    have hM : bogoliubov wk w0 g D - w • (1 : Matrix (Fin 4) (Fin 4) ℂ) =
        !![(wk : ℂ) + 2 * D - w, (g : ℂ), -(2 * D), -g;
           (g : ℂ), (w0 : ℂ) - w, -g, 0;
           2 * (D : ℂ), (g : ℂ), -(wk + 2 * D) - w, -g;
           (g : ℂ), 0, -g, -w0 - w] := by
      ext i j
      fin_cases i <;> fin_cases j <;> simp [bogoliubov]
    rw [hM]
    simp [Matrix.det_succ_row_zero, Fin.sum_univ_succ, Fin.succAbove]
    ring
  rw [← sub_eq_zero, ← hdet, ← Matrix.exists_mulVec_eq_zero_iff]
  simp only [Matrix.sub_mulVec, Matrix.smul_mulVec, Matrix.one_mulVec, sub_eq_zero]
```

## (e) Insert $D=g^2/\omega_0$

Now $4D\omega_k=P$ and $4g^2\omega_k\omega_0=P\omega_0^2$, so
$$(w^2-\omega_k^2-P)(w^2-\omega_0^2)=P\omega_0^2.$$

```lean
/-- The secular equation at diamagnetic strength `g² / w0`, in terms of the plasma frequency. -/
theorem secular_plasma {wk w0 g : ℝ} (h0 : 0 < w0) (w : ℂ) :
    IsPolaritonFrequency wk w0 g w ↔
      (w ^ 2 - wk ^ 2 - plasmaSq wk w0 g) * (w ^ 2 - w0 ^ 2) = plasmaSq wk w0 g * w0 ^ 2 := by
  have h1 : 4 * ((g ^ 2 / w0 : ℝ) : ℂ) * wk = (plasmaSq wk w0 g : ℂ) := by
    unfold plasmaSq
    push_cast
    ring
  have h2 : 4 * (g : ℂ) ^ 2 * wk * w0 = plasmaSq wk w0 g * w0 ^ 2 := by
    have : 4 * g ^ 2 * wk * w0 = plasmaSq wk w0 g * w0 ^ 2 := by
      unfold plasmaSq
      field_simp
    exact_mod_cast this
  rw [IsPolaritonFrequency, secular_equation, h1, h2]
```

## (f) Obtain the dispersion relation for positive parameters

If $w^2=\omega_0^2$, the equation in (e) reads $0=P\omega_0^2$, which is false. Otherwise rearrange it to
$$\omega_k^2(\omega_0^2-w^2)=w^2(\omega_0^2-w^2+P)$$
and divide:
$$\omega_k^2=w^2\left(1+\frac{P}{\omega_0^2-w^2}\right).$$

An easy mistake is to state this without $w^2\neq\omega_0^2$. Lean sets $P/0=0$, so at $\omega_k=\omega_0$ the bare formula would accept the false root $w=\omega_0$.

```lean
/-- The polariton dispersion relation `wk² = w² (1 + wp² / (w0² - w²))` characterises the
eigenvalues, none of which lies at the bare matter resonance. -/
theorem dispersion {wk w0 g : ℝ} (hk : 0 < wk) (h0 : 0 < w0) (hg : 0 < g) (w : ℂ) :
    IsPolaritonFrequency wk w0 g w ↔ w ^ 2 ≠ w0 ^ 2 ∧
      (wk : ℂ) ^ 2 = w ^ 2 * (1 + plasmaSq wk w0 g / (w0 ^ 2 - w ^ 2)) := by
  have hP : 0 < plasmaSq wk w0 g := by unfold plasmaSq; positivity
  have hPC : (plasmaSq wk w0 g : ℂ) * w0 ^ 2 ≠ 0 := by
    exact_mod_cast (mul_pos hP (pow_pos h0 2)).ne'
  have key : w ^ 2 ≠ w0 ^ 2 →
      ((wk : ℂ) ^ 2 = w ^ 2 * (1 + plasmaSq wk w0 g / (w0 ^ 2 - w ^ 2)) ↔
        (wk : ℂ) ^ 2 * (w0 ^ 2 - w ^ 2) = w ^ 2 * (w0 ^ 2 - w ^ 2 + plasmaSq wk w0 g)) := by
    intro hne
    have hd : (w0 : ℂ) ^ 2 - w ^ 2 ≠ 0 := sub_ne_zero.mpr hne.symm
    rw [← eq_div_iff hd, mul_div_assoc, add_div, div_self hd]
  rw [secular_plasma h0]
  constructor
  · intro h
    have hne : w ^ 2 ≠ w0 ^ 2 := by
      intro e
      rw [e, sub_self, mul_zero] at h
      exact hPC h.symm
    exact ⟨hne, (key hne).2 (by linear_combination h)⟩
  · rintro ⟨hne, h⟩
    linear_combination (key hne).1 h
```

## (g) Locate all eigenvalues

With $z=w^2$, the equation in (e) becomes $f(z)=0$, where
$$f(z)=z^2-(\omega_k^2+P+\omega_0^2)z+\omega_k^2\omega_0^2.$$
Its discriminant is $(\omega_k^2-\omega_0^2)^2+2P(\omega_k^2+\omega_0^2)+P^2>0$, so the roots $s<t$ are real. Since
$$f(\omega_0^2)=-P\omega_0^2<0,\qquad f(\omega_0^2+P)=-P\omega_k^2<0,$$
we get $s<\omega_0^2$ and $t>\omega_0^2+P$. As $st>0$ and $t>0$, also $s>0$. The complex spectrum is $\{\pm\sqrt s,\pm\sqrt t\}$; Lean's `m` and `n` are $\sqrt s$ and $\sqrt t$, and `e1`, `e2` are the two values of $f$.

*Numbers.* Take $\omega_k=\omega_0=1$ and $g=3/4$. Then $P=9/4$ and $z^2-\tfrac{17}{4}z+1=0$, so $z=\tfrac14$ or $4$. The frequencies $\tfrac12$ and $2$ lie on either side of the interval from $1$ to $\sqrt{13}/2\approx1.80$.

```lean
/-- For positive `wk`, `w0`, `g` and diamagnetic strength `g² / w0`, the Bogoliubov spectrum
consists of two real frequencies and their negatives: the lower
polariton lies below `w0`, the upper one above `√(w0² + wp²)`. -/
theorem polariton_spectrum {wk w0 g : ℝ} (hk : 0 < wk) (h0 : 0 < w0) (hg : 0 < g) :
    ∃ m n : ℝ, 0 < m ∧ m < w0 ∧ √(w0 ^ 2 + plasmaSq wk w0 g) < n ∧
      ∀ w : ℂ, IsPolaritonFrequency wk w0 g w ↔ w = m ∨ w = -m ∨ w = n ∨ w = -n := by
  have hP : 0 < plasmaSq wk w0 g := by unfold plasmaSq; positivity
  have hsec := fun w : ℂ => secular_plasma (wk := wk) (g := g) h0 w
  generalize plasmaSq wk w0 g = P at hP hsec ⊢
  have hd : 0 ≤ (wk ^ 2 + P + w0 ^ 2) ^ 2 - 4 * wk ^ 2 * w0 ^ 2 := by
    have : (wk ^ 2 + P + w0 ^ 2) ^ 2 - 4 * wk ^ 2 * w0 ^ 2
        = (wk ^ 2 - w0 ^ 2) ^ 2 + 2 * P * (wk ^ 2 + w0 ^ 2) + P ^ 2 := by ring
    rw [this]
    positivity
  -- the two roots `s ≤ t` of the quadratic in `w²`
  obtain ⟨s, t, hst, hsum, hprod⟩ : ∃ s t : ℝ, s ≤ t ∧ s + t = wk ^ 2 + P + w0 ^ 2 ∧
      s * t = wk ^ 2 * w0 ^ 2 := by
    have hr := Real.sq_sqrt hd
    have hr0 := Real.sqrt_nonneg ((wk ^ 2 + P + w0 ^ 2) ^ 2 - 4 * wk ^ 2 * w0 ^ 2)
    generalize √((wk ^ 2 + P + w0 ^ 2) ^ 2 - 4 * wk ^ 2 * w0 ^ 2) = r at hr hr0
    exact ⟨(wk ^ 2 + P + w0 ^ 2 - r) / 2, (wk ^ 2 + P + w0 ^ 2 + r) / 2, by linarith,
      by ring, by linear_combination (-1 / 4) * hr⟩
  -- the quadratic is negative at both edges of the gap
  have e1 : (w0 ^ 2 - s) * (w0 ^ 2 - t) = -(P * w0 ^ 2) := by
    linear_combination (-w0 ^ 2) * hsum + hprod
  have e2 : (w0 ^ 2 + P - s) * (w0 ^ 2 + P - t) = -(P * wk ^ 2) := by
    linear_combination (-(w0 ^ 2 + P)) * hsum + hprod
  have p1 : 0 < P * w0 ^ 2 := by positivity
  have p2 : 0 < P * wk ^ 2 := by positivity
  have p3 : 0 < wk ^ 2 * w0 ^ 2 := by positivity
  have hs : s < w0 ^ 2 := by
    by_contra hc
    have hc := not_lt.mp hc
    nlinarith [mul_nonneg (sub_nonneg.2 hc) (sub_nonneg.2 (hc.trans hst))]
  have ht : w0 ^ 2 + P < t := by
    by_contra hc
    have hc := not_lt.mp hc
    nlinarith [mul_nonneg (sub_nonneg.2 hc) (sub_nonneg.2 (hst.trans hc))]
  have ht0 : 0 < t := lt_trans (by positivity) ht
  have hs0 : 0 < s := by
    by_contra hc
    nlinarith [mul_nonneg (neg_nonneg.2 (not_lt.mp hc)) ht0.le]
  refine ⟨√s, √t, Real.sqrt_pos.2 hs0, (Real.sqrt_lt' h0).2 hs,
    Real.sqrt_lt_sqrt (by positivity) ht, fun w => ?_⟩
  rw [← Real.sq_sqrt hs0.le, ← Real.sq_sqrt ht0.le] at hsum hprod
  have hsumC : (√s : ℂ) ^ 2 + (√t : ℂ) ^ 2 = wk ^ 2 + P + w0 ^ 2 := by exact_mod_cast hsum
  have hprodC : (√s : ℂ) ^ 2 * (√t : ℂ) ^ 2 = wk ^ 2 * w0 ^ 2 := by exact_mod_cast hprod
  have key : (w ^ 2 - wk ^ 2 - P) * (w ^ 2 - w0 ^ 2) - P * w0 ^ 2
      = (w - √s) * ((w + √s) * ((w - √t) * (w + √t))) := by
    linear_combination w ^ 2 * hsumC - hprodC
  rw [hsec, ← sub_eq_zero, key]
  simp only [mul_eq_zero, sub_eq_zero, add_eq_zero_iff_eq_neg]
```

## (h) Show that the gap is exactly $[\omega_0,\sqrt{\omega_0^2+\omega_p^2}]$

Fix $\omega_0,\omega_p>0$ and let $\omega_k$ vary, with $g^2=\omega_p^2\omega_0/(4\omega_k)$. By (g), no polariton frequency falls in this interval. Conversely, given $w>0$ outside it, define $\omega_k^2$ by the right side of (f). This is positive: below $\omega_0$ every term is positive, and above the upper edge
$$1+\frac{\omega_p^2}{\omega_0^2-w^2}=\frac{\omega_0^2-w^2+\omega_p^2}{\omega_0^2-w^2}$$
is a quotient of two negative numbers. Part (f) then makes $w$ a polariton frequency.

In this lossless two-mode model with the imposed value $D=g^2/\omega_0$, this interval is the set of positive frequencies that no polariton reaches as $\omega_k$ runs over all positive values at fixed $\omega_p$; another choice of $D$ changes the secular equation of (d) and in general the window. The theorems concern the spectrum of $M$; they do not construct a ground state or diagonalise $H$ on a Hilbert space.

```lean
/-- At fixed plasma frequency `wp`, a frequency `w > 0` is reached by a polariton for some
photon frequency exactly when `w < w0` or `w > √(w0² + wp²)`. -/
theorem polariton_gap {w0 wp w : ℝ} (h0 : 0 < w0) (hp : 0 < wp) (hw : 0 < w) :
    (∃ wk g : ℝ, 0 < wk ∧ 0 < g ∧ plasmaSq wk w0 g = wp ^ 2 ∧
      IsPolaritonFrequency wk w0 g w) ↔ w < w0 ∨ √(w0 ^ 2 + wp ^ 2) < w := by
  constructor
  · rintro ⟨wk, g, hk, hg, hP, hf⟩
    obtain ⟨m, n, hm, hm0, hn, hall⟩ := polariton_spectrum hk h0 hg
    rw [hP] at hn
    have hn0 : 0 < n := lt_of_le_of_lt (Real.sqrt_nonneg _) hn
    have hcases : w = m ∨ w = -m ∨ w = n ∨ w = -n := by exact_mod_cast (hall w).1 hf
    rcases hcases with h | h | h | h
    · left; linarith
    · linarith
    · right; linarith
    · linarith
  · intro h
    -- the dispersion relation gives a positive `wk²` outside the gap
    have hq : w ^ 2 ≠ w0 ^ 2 ∧ 0 < w ^ 2 * (1 + wp ^ 2 / (w0 ^ 2 - w ^ 2)) := by
      rcases h with h | h
      · have hd : 0 < w0 ^ 2 - w ^ 2 := by nlinarith
        exact ⟨by linarith, by positivity⟩
      · have h2 : w0 ^ 2 + wp ^ 2 < w ^ 2 := (Real.sqrt_lt' hw).1 h
        have hd : w0 ^ 2 - w ^ 2 < 0 := by nlinarith [pow_pos hp 2]
        have e : 1 + wp ^ 2 / (w0 ^ 2 - w ^ 2)
            = (w0 ^ 2 - w ^ 2 + wp ^ 2) / (w0 ^ 2 - w ^ 2) := by
          rw [add_div, div_self hd.ne]
        refine ⟨by nlinarith [pow_pos hp 2], mul_pos (by positivity) ?_⟩
        rw [e]
        exact div_pos_of_neg_of_neg (by linarith) hd
    obtain ⟨hne, hq⟩ := hq
    have hk := Real.sqrt_pos.2 hq
    have hk2 := Real.sq_sqrt hq.le
    generalize √(w ^ 2 * (1 + wp ^ 2 / (w0 ^ 2 - w ^ 2))) = wk at hk hk2
    have hg : 0 < wp ^ 2 * w0 / (4 * wk) := by positivity
    have hP : plasmaSq wk w0 √(wp ^ 2 * w0 / (4 * wk)) = wp ^ 2 := by
      unfold plasmaSq
      rw [Real.sq_sqrt hg.le]
      field_simp
    refine ⟨wk, _, hk, Real.sqrt_pos.2 hg, hP, ?_⟩
    rw [dispersion hk h0 (Real.sqrt_pos.2 hg), hP]
    exact ⟨by exact_mod_cast hne, by exact_mod_cast hk2⟩

end

end HopfieldPolaritonGap
```

```lean
#print axioms HopfieldPolaritonGap.commutator_hamiltonian
#print axioms HopfieldPolaritonGap.polariton_gap
```

```
'HopfieldPolaritonGap.commutator_hamiltonian' depends on axioms: [propext, Classical.choice, Quot.sound]
'HopfieldPolaritonGap.polariton_gap' depends on axioms: [propext, Classical.choice, Quot.sound]
```
